# Averaging stimulated echoes over electron manifolds before multiplying nuclei can give an error of either sign

The electron has two manifolds, $\alpha$ and $\beta$, in which the nuclei evolve under $U^\alpha(t)$ and $U^\beta(t)$. Of three pulses on the electron, the first two are separated by $\tau$ and the last two by $T$; the echo is taken at time $\tau$ after the third.

```lean
import Mathlib

open scoped Real Matrix

namespace StimulatedEcho

noncomputable section
```

On a nuclear space of dimension $d\ge 1$, the manifold echo is
$$E(P,Q)=\frac{1}{d}\,\mathrm{tr}(PQP^\dagger Q^\dagger).$$

```lean
/-- Normalised nuclear trace `tr(P Q P† Q†)/dim` for one electron manifold, on a nonempty
nuclear basis: `Q` is the evolution over `τ + T` in that manifold, `P` the evolution over `τ`
in the other one. -/
def manifoldEcho {m : Type*} [Fintype m] (P Q : Matrix m m ℂ) : ℂ :=
  (P * Q * Pᴴ * Qᴴ).trace / (Fintype.card m : ℂ)
```

The stimulated echo, normalised to 1 in the absence of nuclear modulation, is the mean over the two manifolds:
$$S=\tfrac12\left[E(U^\beta(\tau),U^\alpha(\tau+T))+E(U^\alpha(\tau),U^\beta(\tau+T))\right].$$
This expression stands for ideal pulses, initially maximally mixed nuclei and no relaxation. It is taken as a definition and not derived from the pulse sequence. The general results accept any matrix functions of time; the physical ones are unitary.

```lean
/-- Three-pulse echo for ideal pulses: the mean of the echoes of the two electron manifolds,
whose nuclear evolutions are `Uα` and `Uβ`, on a nonempty nuclear basis. -/
def stimulatedEcho {m : Type*} [Fintype m] (Uα Uβ : ℝ → Matrix m m ℂ) (τ T : ℝ) : ℂ :=
  (manifoldEcho (Uβ τ) (Uα (τ + T)) + manifoldEcho (Uα τ) (Uβ (τ + T))) / 2
```

Non-interacting nuclei evolve under the tensor product of their propagators. A joint basis state is a function `∀ k, n k` that gives each nucleus $k$ a state from its own basis `n k`, so the spins may differ.

```lean
/-- Tensor product of single-nucleus operators, acting on the joint nuclear space. -/
def joint {K : Type*} [Fintype K] {n : K → Type*}
    (U : ∀ k, Matrix (n k) (n k) ℂ) : Matrix (∀ k, n k) (∀ k, n k) ℂ :=
  Matrix.of fun i j => ∏ k, U k (i k) (j k)
```

A spin-1/2 nucleus precesses at angular frequency $\omega$ about an axis tilted by $\eta$ from $z$:
$$R_{\eta,\omega}(t)=\cos\tfrac{\omega t}{2}-i\sin\tfrac{\omega t}{2}\,(\sigma_z\cos\eta+\sigma_x\sin\eta).$$

```lean
/-- Spin-1/2 evolution over time `t`: precession at angular frequency `ω` about an axis in the
`xz` plane tilted by `η` from `z`. -/
def precession (η ω t : ℝ) : Matrix (Fin 2) (Fin 2) ℂ :=
  !![(Real.cos (ω * t / 2) : ℂ) - Complex.I * Real.sin (ω * t / 2) * Real.cos η,
     -(Complex.I * Real.sin (ω * t / 2) * Real.sin η);
     -(Complex.I * Real.sin (ω * t / 2) * Real.sin η),
     (Real.cos (ω * t / 2) : ℂ) + Complex.I * Real.sin (ω * t / 2) * Real.cos η]
```

## (a) Several nuclei in one manifold

Show that
$$E\Big(\bigotimes_k P_k,\bigotimes_k Q_k\Big)=\prod_k E(P_k,Q_k).$$

**Solution.** For tensor products $A$ and $B$,
$$(AB)_{ij}=\sum_l\prod_k (A_k)_{i_kl_k}(B_k)_{l_kj_k}=\prod_k\sum_{l_k}(A_k)_{i_kl_k}(B_k)_{l_kj_k}=\prod_k(A_kB_k)_{i_kj_k}.$$
Adjoints also act factor by factor, and $\mathrm{tr}A=\sum_i\prod_k(A_k)_{i_ki_k}=\prod_k\mathrm{tr}A_k$. The trace in $E$ therefore factorises, and so does the dimension $d=\prod_k d_k$.

In Lean these facts are `hmul`, `hadj` and `htr`. The exchange of sum and product is `Finset.prod_univ_sum`: a product of sums, one for each nucleus, equals a sum over all ways to choose one term from each. Such a choice is a function of $k$, which is exactly how `joint` labels its basis states. `Fintype.piFinset_univ` then identifies the set of choices with the whole joint basis.

```lean
variable {K : Type*} [Fintype K] [DecidableEq K] {n : K → Type*} [∀ k, Fintype (n k)]

/-- Within one electron manifold, the echo of non-interacting nuclei is the product of the
single-nucleus echoes. -/
theorem manifoldEcho_joint (P Q : ∀ k, Matrix (n k) (n k) ℂ) :
    manifoldEcho (joint P) (joint Q) = ∏ k, manifoldEcho (P k) (Q k) := by
  -- products, adjoints and traces of tensor products are taken nucleus by nucleus
  have hmul : ∀ A B : ∀ k, Matrix (n k) (n k) ℂ,
      joint A * joint B = joint fun k => A k * B k := by
    intro A B
    ext i j
    simp only [joint, Matrix.mul_apply, Matrix.of_apply, ← Finset.prod_mul_distrib]
    rw [Finset.prod_univ_sum, Fintype.piFinset_univ]
  have hadj : ∀ A : ∀ k, Matrix (n k) (n k) ℂ, (joint A)ᴴ = joint fun k => (A k)ᴴ := by
    intro A
    ext i j
    simp only [joint, Matrix.conjTranspose_apply, Matrix.of_apply, star_prod]
  have htr : ∀ A : ∀ k, Matrix (n k) (n k) ℂ, (joint A).trace = ∏ k, (A k).trace := by
    intro A
    simp only [joint, Matrix.trace, Matrix.diag_apply, Matrix.of_apply]
    rw [Finset.prod_univ_sum, Fintype.piFinset_univ]
  simp only [manifoldEcho, hadj, hmul, htr, Fintype.card_pi, Nat.cast_prod,
    Finset.prod_div_distrib]
```

## (b) The product rule

Express the stimulated echo of non-interacting nuclei through single-nucleus manifold echoes:
$$S=\tfrac12\Big[\prod_k a_k+\prod_k b_k\Big],\qquad a_k=E(U^\beta_k(\tau),U^\alpha_k(\tau+T)),\quad b_k=E(U^\alpha_k(\tau),U^\beta_k(\tau+T)).$$

**Solution.** Apply (a) to each of the two terms of $S$; the Lean proof does the same by rewriting. Under the assumptions stated for $S$, a simulation of three-pulse ESEEM (electron spin echo envelope modulation) for non-interacting nuclei can thus work with single-nucleus traces, provided that it multiplies before it averages.

```lean
/-- Three-pulse ESEEM product rule: for non-interacting nuclei, multiply the single-nucleus
echoes within each electron manifold, then average over the two manifolds. -/
theorem product_rule (Uα Uβ : ∀ k, ℝ → Matrix (n k) (n k) ℂ) (τ T : ℝ) :
    stimulatedEcho (fun t => joint fun k => Uα k t) (fun t => joint fun k => Uβ k t) τ T =
      (∏ k, manifoldEcho (Uβ k τ) (Uα k (τ + T)) +
        ∏ k, manifoldEcho (Uα k τ) (Uβ k (τ + T))) / 2 := by
  simp only [stimulatedEcho, manifoldEcho_joint]
```

## (c) Exchanging the two evolutions

Show that $E(Q,P)=E(P,Q)^*$.

**Solution.** Since $(PQP^\dagger Q^\dagger)^\dagger=QPQ^\dagger P^\dagger$, and the trace of an adjoint is the conjugate of the trace, division by the real number $d$ gives the claim. The adjoint identity is `h` in the code.

```lean
/-- Exchanging the two nuclear evolutions conjugates the manifold echo. -/
theorem manifoldEcho_swap {m : Type*} [Fintype m] (P Q : Matrix m m ℂ) :
    manifoldEcho Q P = star (manifoldEcho P Q) := by
  have h : Q * P * Qᴴ * Pᴴ = (P * Q * Pᴴ * Qᴴ)ᴴ := by
    simp [Matrix.conjTranspose_mul, Matrix.mul_assoc]
  unfold manifoldEcho
  rw [h, Matrix.trace_conjTranspose]
  simp
```

## (d) Modulation by one spin-1/2 nucleus

Show that
$$E(R_{\eta,\omega}(t),R_{0,\omega'}(t'))=1-\tfrac12\sin^2\eta\,(1-\cos\omega t)(1-\cos\omega't').$$

**Solution.** Write $P=c-is(p\sigma_z+q\sigma_x)$ with $c=\cos\frac{\omega t}{2}$, $s=\sin\frac{\omega t}{2}$, $p=\cos\eta$, $q=\sin\eta$. The second evolution $Q$ rotates about $z$ by $\omega't'$, so
$$QP^\dagger Q^\dagger=c+is\left[p\sigma_z+q(\sigma_x\cos\omega't'+\sigma_y\sin\omega't')\right].$$
Multiply by $P$ and take half the trace. Single Pauli matrices and products of two different ones are traceless, which leaves
$$c^2+s^2(p^2+q^2\cos\omega't')=1-s^2q^2(1-\cos\omega't').$$
Inserting $s^2=(1-\cos\omega t)/2$ gives the formula.

Lean multiplies the explicit matrices instead. In `key`, `linear_combination` reduces the trace to $1-2q^2s^2s'^2$, where $s'=\sin\frac{\omega't'}{2}$, using $i^2=-1$ and three identities of the form $\cos^2+\sin^2=1$. The half-angle formula `half` does the rest.

```lean
/-- Modulation formula for a spin-1/2 nucleus whose precession axes in the two manifolds
enclose the angle `η`: the modulation depth parameter is `sin² η`. -/
theorem manifoldEcho_precession (η ω t ω' t' : ℝ) :
    manifoldEcho (precession η ω t) (precession 0 ω' t') =
      ((1 - Real.sin η ^ 2 / 2 * (1 - Real.cos (ω * t)) * (1 - Real.cos (ω' * t')) : ℝ) : ℂ) := by
  -- the trace for general half-angle cosines and sines
  have key : ∀ c s p q c' s' : ℝ, c ^ 2 + s ^ 2 = 1 → p ^ 2 + q ^ 2 = 1 →
      c' ^ 2 + s' ^ 2 = 1 →
      manifoldEcho !![(c : ℂ) - Complex.I * s * p, -(Complex.I * s * q);
          -(Complex.I * s * q), (c : ℂ) + Complex.I * s * p]
        !![(c' : ℂ) - Complex.I * s', 0; 0, (c' : ℂ) + Complex.I * s'] =
      1 - 2 * (q : ℂ) ^ 2 * (s : ℂ) ^ 2 * (s' : ℂ) ^ 2 := by
    intro c s p q c' s' h1 h2 h3
    have e1 : (c : ℂ) ^ 2 + (s : ℂ) ^ 2 = 1 := by exact_mod_cast h1
    have e2 : (p : ℂ) ^ 2 + (q : ℂ) ^ 2 = 1 := by exact_mod_cast h2
    have e3 : (c' : ℂ) ^ 2 + (s' : ℂ) ^ 2 = 1 := by exact_mod_cast h3
    have hP : (!![(c : ℂ) - Complex.I * s * p, -(Complex.I * s * q);
        -(Complex.I * s * q), (c : ℂ) + Complex.I * s * p])ᴴ =
        !![(c : ℂ) + Complex.I * s * p, Complex.I * s * q;
          Complex.I * s * q, (c : ℂ) - Complex.I * s * p] := by
      ext i j
      fin_cases i <;> fin_cases j <;> simp [Matrix.conjTranspose_apply, sub_eq_add_neg]
    have hQ : (!![(c' : ℂ) - Complex.I * s', 0; 0, (c' : ℂ) + Complex.I * s'])ᴴ =
        !![(c' : ℂ) + Complex.I * s', 0; 0, (c' : ℂ) - Complex.I * s'] := by
      ext i j
      fin_cases i <;> fin_cases j <;> simp [Matrix.conjTranspose_apply, sub_eq_add_neg]
    rw [manifoldEcho, hP, hQ]
    simp only [Matrix.mul_fin_two, Matrix.trace_fin_two_of, Fintype.card_fin, Nat.cast_ofNat]
    linear_combination
      (-((c : ℂ) ^ 2 * s' ^ 2 + s ^ 2 * p ^ 2 * c' ^ 2 + s ^ 2 * q ^ 2 * c' ^ 2) +
        (Complex.I ^ 2 - 1) * (s ^ 2 * s' ^ 2 * (p ^ 2 - q ^ 2))) * Complex.I_sq +
      ((c : ℂ) ^ 2 + s ^ 2 * (p ^ 2 + q ^ 2)) * e3 + (s : ℂ) ^ 2 * e2 + e1
  have half : ∀ x : ℝ, Real.cos x = 1 - 2 * Real.sin (x / 2) ^ 2 := by
    intro x
    have h := Real.cos_two_mul (x / 2)
    rw [show 2 * (x / 2) = x by ring] at h
    linarith [Real.sin_sq_add_cos_sq (x / 2)]
  have h0 : precession 0 ω' t' =
      !![(Real.cos (ω' * t' / 2) : ℂ) - Complex.I * Real.sin (ω' * t' / 2), 0;
        0, (Real.cos (ω' * t' / 2) : ℂ) + Complex.I * Real.sin (ω' * t' / 2)] := by
    simp [precession]
  rw [h0, half (ω * t), half (ω' * t'), precession,
    key _ _ _ _ _ _ (Real.cos_sq_add_sin_sq _) (Real.cos_sq_add_sin_sq _)
      (Real.cos_sq_add_sin_sq _)]
  push_cast
  ring
```

## (e) An inequality for ordered factors

For real $a_k\ge b_k\ge0$, show that
$$\prod_{k\in s}\frac{a_k+b_k}{2}\le\frac12\Big[\prod_{k\in s}a_k+\prod_{k\in s}b_k\Big]$$
for every finite set $s$.

**Solution.** For the empty set both sides are 1. Let $A=\prod_{k\in s}a_k$ and $B=\prod_{k\in s}b_k$, so that $A\ge B$, and add an element $i$. By the induction hypothesis the new left side is at most
$$\frac{a_i+b_i}{2}\cdot\frac{A+B}{2}=\frac{a_iA+b_iB}{2}-\frac{(a_i-b_i)(A-B)}{4}\le\frac{a_iA+b_iB}{2}.$$
In the code, `h1` is the multiplied induction hypothesis and `h2` says that $(a_i-b_i)(A-B)\ge0$.

```lean
/-- If `a k ≥ b k ≥ 0` for every nucleus, the product of the means is at most the mean of the
products. -/
theorem prod_mean_le {ι : Type*} (s : Finset ι) (a b : ι → ℝ)
    (hb : ∀ k, 0 ≤ b k) (hab : ∀ k, b k ≤ a k) :
    ∏ k ∈ s, (a k + b k) / 2 ≤ (∏ k ∈ s, a k + ∏ k ∈ s, b k) / 2 := by
  classical
  induction s using Finset.induction_on with
  | empty => simp
  | insert i s hi ih =>
    rw [Finset.prod_insert hi, Finset.prod_insert hi, Finset.prod_insert hi]
    have hAB : ∏ k ∈ s, b k ≤ ∏ k ∈ s, a k :=
      Finset.prod_le_prod (fun k _ => hb k) (fun k _ => hab k)
    have hm : 0 ≤ (a i + b i) / 2 := by linarith [hb i, hab i]
    -- the new nucleus is ordered in the same way as the product of the others
    have h1 := mul_le_mul_of_nonneg_left ih hm
    have h2 := mul_nonneg (sub_nonneg.mpr (hab i)) (sub_nonneg.mpr hAB)
    linarith
```

## (f) Echoes ordered alike for all nuclei

Let $S_k$ be the stimulated echo of nucleus $k$ alone. If the manifold echoes of (b) are real with $a_k\ge b_k\ge0$ for every $k$, show that
$$\prod_k \mathrm{Re}\,S_k\le\mathrm{Re}\,S.$$

**Solution.** Here $S_k=(a_k+b_k)/2$, and (b) gives $S$, so the claim is (e). Hypotheses `ha` and `hb` say that the echoes are real, `hpos` and `hab` that they are nonnegative and ordered. Nonnegativity is a real restriction: by (d), a spin-1/2 echo can fall to $1-2\sin^2\eta$.

```lean
/-- If all single-nucleus manifold echoes are real and nonnegative, and the first manifold has
the larger echo for every nucleus, then multiplying manifold-averaged single-nucleus echoes
never overestimates the echo of the non-interacting nuclei. -/
theorem averaged_product_le (Uα Uβ : ∀ k, ℝ → Matrix (n k) (n k) ℂ) (τ T : ℝ) (a b : K → ℝ)
    (ha : ∀ k, manifoldEcho (Uβ k τ) (Uα k (τ + T)) = (a k : ℂ))
    (hb : ∀ k, manifoldEcho (Uα k τ) (Uβ k (τ + T)) = (b k : ℂ))
    (hpos : ∀ k, 0 ≤ b k) (hab : ∀ k, b k ≤ a k) :
    ∏ k, (stimulatedEcho (Uα k) (Uβ k) τ T).re ≤
      (stimulatedEcho (fun t => joint fun k => Uα k t)
        (fun t => joint fun k => Uβ k t) τ T).re := by
  have h : ∀ k, stimulatedEcho (Uα k) (Uβ k) τ T = (((a k + b k) / 2 : ℝ) : ℂ) := by
    intro k
    rw [stimulatedEcho, ha, hb]
    push_cast
    rfl
  have e : (∏ k, (a k : ℂ) + ∏ k, (b k : ℂ)) / 2 =
      (((∏ k, a k + ∏ k, b k) / 2 : ℝ) : ℂ) := by
    push_cast
    rfl
  rw [product_rule]
  simp only [h, ha, hb]
  rw [e]
  simp only [Complex.ofReal_re]
  exact prod_mean_le Finset.univ a b hpos hab
```

## (g) The exact error for two nuclei

Label the nuclei 0 and 1, and show without any assumption on sign or reality that
$$S-S_0S_1=\tfrac14(a_0-b_0)(a_1-b_1).$$

**Solution.** By (b),
$$\frac{a_0a_1+b_0b_1}{2}-\frac{(a_0+b_0)(a_1+b_1)}{4}=\frac{a_0a_1+b_0b_1-a_0b_1-b_0a_1}{4},$$
and the numerator factorises. For real echoes, the error is positive when the same manifold has the larger echo for both nuclei, and negative when the order is opposite.

```lean
/-- For two non-interacting nuclei, the true echo minus the product of averaged echoes is one
quarter of the product of the two manifold differences. -/
theorem two_nuclei_error {n : Fin 2 → Type*} [∀ k, Fintype (n k)]
    (Uα Uβ : ∀ k, ℝ → Matrix (n k) (n k) ℂ) (τ T : ℝ) :
    stimulatedEcho (fun t => joint fun k => Uα k t) (fun t => joint fun k => Uβ k t) τ T -
        ∏ k, stimulatedEcho (Uα k) (Uβ k) τ T =
      (manifoldEcho (Uβ 0 τ) (Uα 0 (τ + T)) - manifoldEcho (Uα 0 τ) (Uβ 0 (τ + T))) *
        (manifoldEcho (Uβ 1 τ) (Uα 1 (τ + T)) - manifoldEcho (Uα 1 τ) (Uβ 1 (τ + T))) / 4 := by
  rw [product_rule]
  simp only [stimulatedEcho, Fin.prod_univ_two]
  ring
```

## (h) Two nuclei with opposite manifold order

Take $\tau=1$, $T=1/4$ in arbitrary time units, with the $\alpha$ axis along $z$ and the $\beta$ axis along $x$. Show that
$$(\omega_\alpha,\omega_\beta)=(\pi,2\pi)\Rightarrow(a,b)=(1,0),\qquad(2\pi,\pi)\Rightarrow(a,b)=(0,1).$$

**Solution.** By (d), and by (c) for $b$,
$$a=1-\tfrac12(1-\cos\omega_\beta)(1-\cos\tfrac54\omega_\alpha),\qquad b=1-\tfrac12(1-\cos\omega_\alpha)(1-\cos\tfrac54\omega_\beta).$$
A frequency $2\pi$ acting over $\tau$ gives $1-\cos2\pi=0$, hence an echo of 1. In the other manifold the factors are $1-\cos\pi=2$ and $1-\cos\frac{5\pi}{2}=1$, hence an echo of 0.

When (c) exchanges the evolutions, each must keep its own time. Whoever leaves $\tau$ with $\beta$ in both terms finds $a=b$, and the error in (g) vanishes spuriously.

```lean
/-- A spin-1/2 nucleus with perpendicular axes and frequencies `π`, `2π` has manifold echoes
`1` and `0` at `τ = 1`, `T = 1/4`; with the frequencies exchanged it has `0` and `1`. -/
theorem manifold_values_witness :
    (manifoldEcho (precession (π / 2) (2 * π) 1) (precession 0 π (1 + 1 / 4)) = 1 ∧
      manifoldEcho (precession 0 π 1) (precession (π / 2) (2 * π) (1 + 1 / 4)) = 0) ∧
    (manifoldEcho (precession (π / 2) π 1) (precession 0 (2 * π) (1 + 1 / 4)) = 0 ∧
      manifoldEcho (precession 0 (2 * π) 1) (precession (π / 2) π (1 + 1 / 4)) = 1) := by
  have hc : Real.cos (2 * π * (1 + 1 / 4)) = 0 := by
    rw [show 2 * π * (1 + 1 / 4) = π / 2 + 2 * π by ring, Real.cos_add_two_pi,
      Real.cos_pi_div_two]
  rw [manifoldEcho_swap (precession (π / 2) (2 * π) (1 + 1 / 4)),
    manifoldEcho_swap (precession (π / 2) π (1 + 1 / 4))]
  simp only [manifoldEcho_precession, mul_one, hc, Real.cos_pi, Real.cos_two_pi,
    Real.sin_pi_div_two]
  norm_num
```

## (i) Both signs of the error

For two such nuclei, show that
$$S-S_0S_1=\begin{cases}+\tfrac14&\text{both with }(\pi,2\pi),\\-\tfrac14&\text{one with }(\pi,2\pi),\text{ one with }(2\pi,\pi).\end{cases}$$

**Solution.** In the first case $a=(1,1)$ and $b=(0,0)$, so $S=\frac12$ while $S_0S_1=\frac14$. In the second, $a=(1,0)$ and $b=(0,1)$, so $S=0$ while $S_0S_1$ is still $\frac14$.

Lists such as `![π, 2 * π]` hold the frequencies of nuclei 0 and 1 in one manifold. The proof inserts the values of (h) into (g).

```lean
/-- Two spin-1/2 nuclei with perpendicular axes, at `τ = 1`, `T = 1/4`: the true echo minus the
product of averaged echoes is `1/4` if both have the frequencies `π` and `2 * π` in the first and
second manifold, and `-1/4` if nucleus 1 has these two frequencies exchanged. -/
theorem error_has_both_signs :
    (stimulatedEcho (fun t => joint (n := fun _ : Fin 2 => Fin 2) fun k =>
          precession 0 (![π, π] k) t)
        (fun t => joint (n := fun _ : Fin 2 => Fin 2) fun k =>
          precession (π / 2) (![2 * π, 2 * π] k) t) 1 (1 / 4) -
      ∏ k : Fin 2, stimulatedEcho (precession 0 (![π, π] k))
        (precession (π / 2) (![2 * π, 2 * π] k)) 1 (1 / 4) = 1 / 4) ∧
    (stimulatedEcho (fun t => joint (n := fun _ : Fin 2 => Fin 2) fun k =>
          precession 0 (![π, 2 * π] k) t)
        (fun t => joint (n := fun _ : Fin 2 => Fin 2) fun k =>
          precession (π / 2) (![2 * π, π] k) t) 1 (1 / 4) -
      ∏ k : Fin 2, stimulatedEcho (precession 0 (![π, 2 * π] k))
        (precession (π / 2) (![2 * π, π] k)) 1 (1 / 4) = -1 / 4) := by
  obtain ⟨⟨h1, h2⟩, h3, h4⟩ := manifold_values_witness
  constructor
  · refine (two_nuclei_error (n := fun _ => Fin 2) (fun k => precession 0 (![π, π] k))
      (fun k => precession (π / 2) (![2 * π, 2 * π] k)) 1 (1 / 4)).trans ?_
    simp only [Matrix.cons_val_zero, Matrix.cons_val_one, h1, h2]
    norm_num
  · refine (two_nuclei_error (n := fun _ => Fin 2) (fun k => precession 0 (![π, 2 * π] k))
      (fun k => precession (π / 2) (![2 * π, π] k)) 1 (1 / 4)).trans ?_
    simp only [Matrix.cons_val_zero, Matrix.cons_val_one, h1, h2, h3, h4]
    norm_num

end

end StimulatedEcho
```

```lean
#print axioms StimulatedEcho.averaged_product_le
#print axioms StimulatedEcho.two_nuclei_error
#print axioms StimulatedEcho.error_has_both_signs
```

```
'StimulatedEcho.averaged_product_le' depends on axioms: [propext, Classical.choice, Quot.sound]
'StimulatedEcho.two_nuclei_error' depends on axioms: [propext, Classical.choice, Quot.sound]
'StimulatedEcho.error_has_both_signs' depends on axioms: [propext, Classical.choice, Quot.sound]
```
